# Averaging a matrix over a finite symmetry group projects onto the matrices that commute with the symmetry

A finite group G acts on a finite-dimensional complex space through matrices D(g), which need not be unitary. The theorem `symmetrize_isProj` says that the average of D(g) X D(g⁻¹) over the group is a projection onto the space of matrices commuting with every D(g): the average of any matrix X lies in that space, and a matrix already there is left unchanged. In physical terms, averaging any operator over the group gives one that respects the symmetry, and X need not be Hermitian. The proof gets the first part by relabelling the group elements as g ↦ hg, and the second by showing that each term of the sum equals X when X commutes with every D(g).

This version doesn't compile in Lean 4 with Mathlib:

```lean
import Mathlib

open Matrix Module
open scoped ComplexOrder

namespace InvariantCouplingCount

noncomputable section

variable {G n : Type*} [Group G] [Fintype n] [DecidableEq n]

/-- The complex space of matrices that commute with every symmetry operation `D g`. -/
def commutant (D : G →* Matrix n n ℂ) : Submodule ℂ (Matrix n n ℂ) where
  carrier := {X | ∀ g, D g * X = X * D g}
  add_mem' := by
    intro X Y hX hY g
    rw [mul_add, add_mul, hX g, hY g]
  zero_mem' := by
    intro g
    simp
  smul_mem' := by
    intro c X hX g
    rw [mul_smul_comm, smul_mul_assoc, hX g]

/-- The linear map `X ↦ A X B` on matrices. -/
def sandwich (A B : Matrix n n ℂ) : Matrix n n ℂ →ₗ[ℂ] Matrix n n ℂ where
  toFun X := A * X * B
  map_add' X Y := by rw [mul_add, add_mul]
  map_smul' c X := by rw [mul_smul_comm, smul_mul_assoc, RingHom.id_apply]

variable [Fintype G]

/-- The group average `X ↦ (1/|G|) ∑ D(g) X D(g⁻¹)`. -/
def symmetrize (D : G →* Matrix n n ℂ) : Matrix n n ℂ →ₗ[ℂ] Matrix n n ℂ :=
  (Fintype.card G : ℂ)⁻¹ • ∑ g, sandwich (D g) (D g⁻¹)

/-- The group average is a projection onto the matrices allowed by symmetry. -/
theorem symmetrize_isProj (D : G →* Matrix n n ℂ) :
    LinearMap.IsProj (commutant D) (symmetrize D) := by
  have happ : ∀ X, symmetrize D X
      = (Fintype.card G : ℂ)⁻¹ • ∑ g, D g * X * D g⁻¹ := by
    intro X
    simp [symmetrize, sandwich, LinearMap.sum_apply]
  constructor
  · intro X h
    rw [happ, mul_smul_comm, smul_mul_assoc, Finset.mul_sum, Finset.sum_mul]
    congr 1
    -- relabel the group elements by g ↦ h g
    refine Fintype.sum_equiv (Equiv.mulLeft h) _ _ fun g => ?_
    change _ = D (h * g) * X * D (h * g)⁻¹ * D h
    have e : D (h * g)⁻¹ * D h = D g⁻¹ := by
      rw [← map_mul, mul_inv_rev, inv_mul_cancel_right]
    rw [mul_assoc _ (D (h * g)⁻¹), e, map_mul]
    simp only [mul_assoc]
  · intro X hX
    have e : ∀ g, D g * X * D g⁻¹ = X := by
      intro g
      rw [hX g, mul_assoc, ← map_mul, mul_inv_cancel, map_one, mul_one]
    rw [happ, Finset.sum_congr rfl fun g _ => e g, Finset.sum_const, Finset.card_univ,
      ← Nat.cast_smul_eq_nsmul ℂ, smul_smul,
      inv_mul_cancel₀ (Nat.cast_ne_zero.mpr Fintype.card_ne_zero), one_smul]

end

end InvariantCouplingCount
```

Compiling this gives:

```
Main.lean:52:21: error: Ambiguous term
  mul_inv_rev
Possible interpretations:
  _root_.mul_inv_rev : ∀ (a b : ?m.197), (a * b)⁻¹ = b⁻¹ * a⁻¹
  
  Matrix.mul_inv_rev : ∀ (A B : Matrix ?m.197 ?m.197 ?m.198), (A * B)⁻¹ = B⁻¹ * A⁻¹
```

The mended proof, as a diff:

```diff
@@ -50,5 +50,5 @@
     change _ = D (h * g) * X * D (h * g)⁻¹ * D h
     have e : D (h * g)⁻¹ * D h = D g⁻¹ := by
-      rw [← map_mul, mul_inv_rev, inv_mul_cancel_right]
+      rw [← map_mul, _root_.mul_inv_rev, inv_mul_cancel_right]
     rw [mul_assoc _ (D (h * g)⁻¹), e, map_mul]
     simp only [mul_assoc]
```

What went wrong. The one error is a clash of names. The file has `open Matrix`, so the short name `mul_inv_rev` can mean either the general lemma `_root_.mul_inv_rev` or `Matrix.mul_inv_rev`, which is about inverses of matrices. Both say that the inverse of a product is the product of the inverses in reverse order. `rw` elaborates the name before matching it against the goal, so the goal does not settle the choice, and Lean reports an ambiguous term.

The inverse to be expanded is that of the group element `h * g`, inside the argument of `D`, so the general lemma is the one needed. Writing `_root_.mul_inv_rev` selects it. The rewrite then turns `(h * g)⁻¹ * h` into `g⁻¹ * h⁻¹ * h`, which `inv_mul_cancel_right` reduces to `g⁻¹`, as the step requires. The argument itself is unchanged.
